# Coefficients of the secular polynomial as signed sums of principal minors

A principal submatrix is represented here by the set of sites it keeps, without an order on those sites. This is enough to fix its determinant: reordering the sites permutes rows and columns in the same way, and the two signs cancel.

The sites (atoms or orbitals) form a finite type `n`, and N denotes their number, `Fintype.card n` in Lean. The comments in the code write n for this number as well. The one-electron matrix A has entries in a commutative ring `R`, and it need not be symmetric or Hermitian.

```lean
import Mathlib

open Matrix Polynomial

namespace PrincipalMinorExpansion

variable {n R : Type*} [Fintype n] [DecidableEq n] [CommRing R]
```

For a set s of sites, |s| is its size and m(s) is the determinant of A restricted to the rows and columns in s. The empty set has m(∅) = 1. In Lean, m(s) is `principalMinor A s`.

```lean
/-- The principal minor of `A` on a set `s` of sites: the determinant of `A` restricted to
the rows and columns in `s`. -/
def principalMinor (A : Matrix n n R) (s : Finset n) : R :=
  (A.submatrix (Subtype.val : {x // x ∈ s} → n) Subtype.val).det
```

The secular polynomial is det(xI − A), Mathlib's `A.charpoly`. If A is the Hamiltonian matrix of a non-interacting model in a finite orthonormal basis, the roots of this polynomial are the orbital energies. The parts below express its coefficients through principal minors: the coefficient of x^(N−k) comes from the sets of k sites.

## (a) Adding site energies

**Task.** Let D be the diagonal matrix with entries dᵢ. Expand det(D + A) in principal minors of A.

**Solution.** Row i of D + A is the sum of row i of A and row i of D. The determinant is linear in each row, so it splits into one determinant for each set s of rows taken from A; the other rows come from D. With the sites of s listed first, the matrix for s is

A_ss  A_st
0     D_tt

where t is the complement of s. Its determinant is m(s) times the product of dᵢ over t. Hence

det(D + A) = Σ_s m(s) ∏_{i∉s} dᵢ.

In the proof, `map_add_univ` performs the row expansion, `hz` gives the zero block, and `hA` and `hD` identify the diagonal blocks. `twoBlockTriangular_det` then factorises the determinant.

```lean
/-- The determinant of a matrix with added site energies `d i` is a sum over subsets `s` of
sites: the principal minor on `s` times the product of the site energies outside `s`. -/
theorem det_diagonal_add (d : n → R) (A : Matrix n n R) :
    (diagonal d + A).det = ∑ s : Finset n, (∏ i ∈ sᶜ, d i) * principalMinor A s := by
  -- multilinearity: each row is taken either from `A` or from the diagonal matrix
  have h : (A + diagonal d).det = ∑ s : Finset n,
      (of (s.piecewise (fun i => A i) (fun i => diagonal d i) : n → n → R)).det :=
    (detRowAlternating (n := n) (R := R)).toMultilinearMap.map_add_univ A (diagonal d)
  rw [add_comm, h]
  refine Finset.sum_congr rfl fun s _ => ?_
  set M : Matrix n n R :=
    of (s.piecewise (fun i => A i) (fun i => diagonal d i) : n → n → R) with hM
  -- the resulting matrix is block triangular
  have hz : ∀ i, i ∉ s → ∀ j, j ∈ s → M i j = 0 := by
    intro i hi j hj
    have hij : i ≠ j := fun e => hi (e ▸ hj)
    simp [hM, Finset.piecewise, hi, hij]
  have hA : toSquareBlockProp M (fun i => i ∈ s) =
      A.submatrix Subtype.val Subtype.val := by
    refine Matrix.ext fun i j => ?_
    have hi : (i : n) ∈ s := i.2
    simp [toSquareBlockProp, hM, Finset.piecewise, hi]
  have hD : toSquareBlockProp M (fun i => ¬ i ∈ s) =
      diagonal (fun i : {a // ¬ a ∈ s} => d i.val) := by
    refine Matrix.ext fun i j => ?_
    have hi : (i : n) ∉ s := i.2
    simp [toSquareBlockProp, hM, Finset.piecewise, hi, diagonal_apply, Subtype.ext_iff]
  have key := twoBlockTriangular_det M (fun i => i ∈ s) hz
  rw [hA, hD, det_diagonal] at key
  rw [key, mul_comm, Finset.prod_subtype sᶜ (p := fun i => ¬ i ∈ s) (by simp)]
  unfold principalMinor
  congr!
```

## (b) The secular polynomial as a sum over site sets

**Task.** Write det(xI − A) as a sum over all sets of sites.

**Solution.** Put dᵢ = x in (a) and replace A by −A. The product over the complement of s becomes x^(N−|s|). The minor of −A on s carries one sign per row, so it is (−1)^|s| m(s). Therefore

det(xI − A) = Σ_s (−1)^|s| m(s) x^(N−|s|).

Lean applies (a) over the polynomial ring, where `C` turns a number into a constant polynomial and `X` is x. The step `hm` extracts the sign from each minor.

```lean
/-- The secular polynomial `det (x I - A)` is the sum over all subsets `s` of sites of
`(-1)^|s|` times the principal minor on `s` times `x^(n - |s|)`. -/
theorem charpoly_eq_sum_minors (A : Matrix n n R) :
    A.charpoly = ∑ s : Finset n,
      C ((-1) ^ s.card * principalMinor A s) * X ^ (Fintype.card n - s.card) := by
  have h : charmatrix A = diagonal (fun _ => (X : R[X])) + (-A).map C := by
    refine Matrix.ext fun i j => ?_
    simp [charmatrix_apply, sub_eq_add_neg]
  rw [Matrix.charpoly, h, det_diagonal_add]
  refine Finset.sum_congr rfl fun s _ => ?_
  -- each minor of `-A` carries one sign per site
  have hm : principalMinor ((-A).map C) s = C ((-1) ^ s.card * principalMinor A s) := by
    unfold principalMinor
    have e : ((-A).map C).submatrix (Subtype.val : {x // x ∈ s} → n)
          (Subtype.val : {x // x ∈ s} → n) =
        (-(A.submatrix (Subtype.val : {x // x ∈ s} → n)
          (Subtype.val : {x // x ∈ s} → n))).map C := rfl
    rw [e, ← RingHom.mapMatrix_apply, ← RingHom.map_det, det_neg, Fintype.card_coe]
  rw [hm, Finset.prod_const, Finset.card_compl, mul_comm]
```

## (c) Reading off a coefficient

**Task.** For k ≤ N, find the coefficient of x^(N−k).

**Solution.** Since |s| ≤ N and k ≤ N, the exponents N − |s| and N − k agree exactly when |s| = k. Only the sets of size k contribute:

[x^(N−k)] det(xI − A) = (−1)^k Σ_{|s|=k} m(s).

`Finset.powersetCard k Finset.univ` is the collection of these sets, and the case split on `s.card = k` makes the selection. The hypothesis `hk` is needed because subtraction of natural numbers stops at zero: for k > N the left side would be the constant term, while the right side would be an empty sum.

```lean
/-- Principal-minor expansion: for `k ≤ n` the coefficient of `x^(n - k)` in `det (x I - A)`
is `(-1)^k` times the sum of all `k × k` principal minors of `A`. -/
theorem charpoly_coeff_eq_sum_minors (A : Matrix n n R) {k : ℕ} (hk : k ≤ Fintype.card n) :
    A.charpoly.coeff (Fintype.card n - k) =
      (-1) ^ k * ∑ s ∈ Finset.powersetCard k Finset.univ, principalMinor A s := by
  have hf : Finset.powersetCard k (Finset.univ : Finset n) =
      Finset.univ.filter (fun s => s.card = k) := by
    ext s
    simp [Finset.mem_powersetCard]
  rw [charpoly_eq_sum_minors, Polynomial.finsetSum_coeff, hf, Finset.sum_filter, Finset.mul_sum]
  refine Finset.sum_congr rfl fun s _ => ?_
  rw [coeff_C_mul, coeff_X_pow]
  -- only subsets with exactly `k` sites contribute
  by_cases h : s.card = k
  · simp [h]
  · have hs : s.card ≤ Fintype.card n := s.card_le_univ
    have hne : Fintype.card n - k ≠ Fintype.card n - s.card := by omega
    simp [h, hne]
```

## (d) Two sites

**Task.** Compute the minor on two distinct sites i and j.

**Solution.** It is a 2 × 2 determinant:

m({i, j}) = Aᵢᵢ Aⱼⱼ − Aᵢⱼ Aⱼᵢ.

The map `f` numbers the two sites 0 and 1. Relabelling leaves the determinant unchanged, and `det_fin_two` evaluates it.

```lean
omit [Fintype n] in
/-- The principal minor on two distinct sites is the product of the diagonal entries minus
the product of the two hopping entries. -/
theorem principalMinor_pair (A : Matrix n n R) {i j : n} (hij : i ≠ j) :
    principalMinor A {i, j} = A i i * A j j - A i j * A j i := by
  let f : Fin 2 → {x // x ∈ ({i, j} : Finset n)} := ![⟨i, by simp⟩, ⟨j, by simp⟩]
  have hf : Function.Bijective f := by
    constructor
    · intro a b h
      have h' := congrArg Subtype.val h
      fin_cases a <;> fin_cases b <;> simp_all [f]
    · rintro ⟨x, hx⟩
      have hx' : x = i ∨ x = j := by simpa using hx
      rcases hx' with h | h
      · exact ⟨0, Subtype.ext h.symm⟩
      · exact ⟨1, Subtype.ext h.symm⟩
  unfold principalMinor
  rw [← det_submatrix_equiv_self (Equiv.ofBijective f hf), det_fin_two]
  rfl
```

## (e) Counting bonds

**Task.** Let A be the adjacency matrix of a molecular graph with N ≥ 2 atoms. Find the coefficient of x^(N−2).

**Solution.** The diagonal of A is zero, and Aᵢⱼ = Aⱼᵢ is 1 for bonded atoms and 0 otherwise. By (d), a bonded pair has minor −1 and any other pair has minor 0. Since (−1)² = 1, part (c) gives

[x^(N−2)] det(xI − A) = −(number of bonds).

The graph is a `SimpleGraph`, so each linked pair counts once, whatever its bond order. The count is read as an element of `R`. In simple Hückel theory the graph contains only the atoms of the π system, each with one p orbital, and the bonds counted are those between these atoms. With one site energy α and one nonzero hopping β, x then stands for (E − α)/β, where E is the orbital energy.

The proof sends each bond to its set of two atoms through `Sym2.toFinset`. It checks that different bonds give different pairs, that pairs not reached have minor 0, and that bonded pairs have minor −1.

```lean
/-- For the adjacency matrix of a molecular graph with `n ≥ 2` atoms, the coefficient of
`x^(n - 2)` in the secular polynomial is minus the number of bonds. -/
theorem adjMatrix_coeff_eq_neg_bonds (G : SimpleGraph n) [DecidableRel G.Adj]
    (hn : 2 ≤ Fintype.card n) :
    (G.adjMatrix R).charpoly.coeff (Fintype.card n - 2) = -(G.edgeFinset.card : R) := by
  -- bonded pairs contribute `-1`, all other pairs contribute `0`
  have hs : ∑ _e ∈ G.edgeFinset, (-1 : R) =
      ∑ s ∈ Finset.powersetCard 2 Finset.univ, principalMinor (G.adjMatrix R) s := by
    refine Finset.sum_of_injOn Sym2.toFinset ?_ ?_ ?_ ?_
    · intro a _ b _ h
      exact Sym2.ext fun x => by rw [← Sym2.mem_toFinset, h, Sym2.mem_toFinset]
    · intro e he
      induction e with
      | _ i j =>
        have h : G.Adj i j := by simpa using he
        simp [Sym2.toFinset_mk_eq, Finset.mem_powersetCard, Finset.card_pair h.ne]
    · intro s hs hnot
      obtain ⟨i, j, hij, rfl⟩ := Finset.card_eq_two.mp (Finset.mem_powersetCard.mp hs).2
      have h : ¬ G.Adj i j := fun h =>
        hnot ⟨s(i, j), by simpa using h, Sym2.toFinset_mk_eq⟩
      rw [principalMinor_pair _ hij]
      simp [SimpleGraph.adjMatrix_apply, h]
    · intro e he
      induction e with
      | _ i j =>
        have h : G.Adj i j := by simpa using he
        rw [Sym2.toFinset_mk_eq, principalMinor_pair _ h.ne]
        simp [SimpleGraph.adjMatrix_apply, h, h.symm]
  rw [charpoly_coeff_eq_sum_minors _ hn, ← hs]
  simp
```

## (f) Odd minors of an alternant system

**Task.** Let A be complex, with nonzero entries only between a sublattice S and its complement. Show that m(s) = 0 when |s| is odd.

**Solution.** Let B be A restricted to s. Set εᵢ = 1 for i in S and εᵢ = −1 otherwise, and let P be the diagonal matrix of these signs on s. The entries of PBP are εᵢ Bᵢⱼ εⱼ. Between sublattices this is −Bᵢⱼ; within one sublattice both sides vanish. So −B = PBP, and since (det P)² = 1,

(−1)^|s| det B = (det P)² det B = det B.

For odd |s| this gives 2 det B = 0, hence det B = 0.

The hypothesis `hA` also covers i = j, so all diagonal entries are zero: every site has the same energy, taken as the origin. Complex hopping phases are allowed. In the code, `h` is the sign-flip identity and `hP` is (det P)² = 1.

```lean
omit [Fintype n] in
/-- If a complex matrix only connects the sublattice `S` with its complement, every principal
minor on an odd number of sites vanishes. -/
theorem alternant_minor_eq_zero (A : Matrix n n ℂ) (S : Finset n)
    (hA : ∀ i j, (i ∈ S ↔ j ∈ S) → A i j = 0) {s : Finset n} (hs : Odd s.card) :
    principalMinor A s = 0 := by
  unfold principalMinor
  set B := A.submatrix (Subtype.val : {x // x ∈ s} → n)
    (Subtype.val : {x // x ∈ s} → n) with hB
  let ε : {x // x ∈ s} → ℂ := fun i => if (i : n) ∈ S then 1 else -1
  -- flipping the sign of the orbitals on one sublattice reverses the sign of the matrix
  have h : -B = diagonal ε * B * diagonal ε := by
    refine Matrix.ext fun i j => ?_
    rw [mul_diagonal, diagonal_mul, neg_apply]
    by_cases hi : (i : n) ∈ S <;> by_cases hj : (j : n) ∈ S
    · simp [hB, hA i j (by simp [hi, hj])]
    · simp [ε, hi, hj]
    · simp [ε, hi, hj]
    · simp [hB, hA i j (by simp [hi, hj])]
  have hP : (∏ i, ε i) * (∏ i, ε i) = 1 := by
    rw [← Finset.prod_mul_distrib]
    refine Finset.prod_eq_one fun i _ => ?_
    by_cases hi : (i : n) ∈ S <;> simp [ε, hi]
  have hd := congrArg Matrix.det h
  rw [det_mul, det_mul, det_diagonal, det_neg, Fintype.card_coe, hs.neg_one_pow] at hd
  have h2 : 2 * B.det = 0 := by linear_combination (-1) * hd - B.det * hP
  simpa using h2
```

## (g) Missing powers in the secular polynomial

**Task.** For the same A and odd k ≤ N, show that the coefficient of x^(N−k) vanishes.

**Solution.** By (c), the coefficient is (−1)^k times a sum of minors on k sites. Each of them is zero by (f). The Lean proof combines the two results in the same way.

The secular polynomial therefore contains only the powers x^N, x^(N−2), x^(N−4) and so on. For this non-interacting model, replacing x by −x then shows that the levels lie symmetrically about zero, a last step left to the reader and not formalised.

```lean
/-- For an alternant system, with matrix elements only between the sublattice `S` and its
complement, the coefficient of `x^(n - k)` in the secular polynomial vanishes for odd `k ≤ n`. -/
theorem alternant_coeff_eq_zero (A : Matrix n n ℂ) (S : Finset n)
    (hA : ∀ i j, (i ∈ S ↔ j ∈ S) → A i j = 0) {k : ℕ} (hk : k ≤ Fintype.card n)
    (hodd : Odd k) : A.charpoly.coeff (Fintype.card n - k) = 0 := by
  rw [charpoly_coeff_eq_sum_minors A hk, Finset.sum_eq_zero, mul_zero]
  intro s hs
  refine alternant_minor_eq_zero A S hA ?_
  rw [(Finset.mem_powersetCard.mp hs).2]
  exact hodd

end PrincipalMinorExpansion
```

```lean
#print axioms PrincipalMinorExpansion.charpoly_coeff_eq_sum_minors
#print axioms PrincipalMinorExpansion.adjMatrix_coeff_eq_neg_bonds
#print axioms PrincipalMinorExpansion.alternant_coeff_eq_zero
```

```
'PrincipalMinorExpansion.charpoly_coeff_eq_sum_minors' depends on axioms: [propext, Classical.choice, Quot.sound]
'PrincipalMinorExpansion.adjMatrix_coeff_eq_neg_bonds' depends on axioms: [propext, Classical.choice, Quot.sound]
'PrincipalMinorExpansion.alternant_coeff_eq_zero' depends on axioms: [propext, Classical.choice, Quot.sound]
```
